# The space-time fermion matrix has determinant $\det(1+B_N\cdots B_1B_0)$

If one block of my matrix has the wrong sign, my simulation samples the wrong weight. I work on lattice fermions at finite temperature. For a fixed auxiliary field, each imaginary-time slice $l=0,\dots,N$ has a one-body matrix $B_l$, and one spin species contributes $\det(1+B_N\cdots B_1B_0)$. At low temperature that product mixes very large and very small scales, and rounding destroys the small ones. I can avoid forming it by using a sparse matrix with one block row per slice. But this matrix is $N+1$ times larger, and its corner block has the opposite sign to all the other off-diagonal blocks. Why should its determinant be the same number, with no sign or factor left over?

## One block column removes the corner

The two determinants are equal, and the plus sign in the corner is what makes them so. Give the corner a factor $z$, so that for three slices the matrix is

$$M=\begin{pmatrix}1&0&zB_0\\-B_1&1&0\\0&-B_2&1\end{pmatrix}.$$

Your case is $z=1$, the antiperiodic boundary condition of fermions in imaginary time; $z=-1$ is the periodic one. If the chemical potential is left out of the $B_l$, $z$ can also serve as the fugacity.

Let $M$ act on a column of blocks $X_0,\dots,X_N$:

$$(MX)_0=X_0+zB_0X_N,\qquad (MX)_{j+1}=X_{j+1}-B_{j+1}X_j .$$

Define the ordered products by $P_0=1$ and $P_{l+1}=B_lP_l$, and choose the column $S_l=-zP_{l+1}$ for $l<N$, with $S_N=1$. Then

$$(MS)_0=S_0+zB_0=S_0+zP_1,$$
$$(MS)_{j+1}=S_{j+1}+zB_{j+1}P_{j+1}=S_{j+1}+zP_{j+2}.$$

So $(MS)_l=S_l+zP_{l+1}$ on every slice. This is zero for $l<N$ and $1+zP_{N+1}$ for $l=N$.

Now let $U$ be the identity with its last block column replaced by $S$. It is block upper triangular with identity diagonal blocks, so $\det U=1$. In $MU$ the earlier columns are those of $M$, and the last column is zero except at the bottom. Hence $MU$ is block lower triangular, with diagonal blocks $1,\dots,1,\,1+zP_{N+1}$, and

$$\det M=\det(MU)=\det(1+zP_{N+1}).$$

No $B_l$ has to be invertible.

## Three slices with one orbital

Take $B_0=2$, $B_1=3$, $B_2=5$ and $z=1$. The column is $S=(-2,-6,1)$. The rows of $M$ give $-2+2=0$, then $6-6=0$, then $30+1=31$. Direct expansion agrees: $\det M=1+2\cdot(-3)(-5)=31=1+5\cdot3\cdot2$.

The mistake to avoid is giving the corner the same minus sign as the other blocks, which looks natural on a time circle. That is $z=-1$, and the determinant becomes $1-30=-29$.

## What the Lean statements say

`R` is any commutative ring, for instance the real or complex numbers, and `n` is the finite set of orbitals. `B` is a sequence of matrices, of which `spaceTimeMatrix z B N` uses the first `N + 1`. Thus `N` is the index of the last slice, not a particle number, and slices count from zero where many texts write $B_1,\dots,B_L$. The name `propagator` means the ordered product $P_l$, not the Green's function $(1+P_{N+1})^{-1}$.

`timeBlocks` is a matrix whose entries are matrices, and `flatten` turns it into an ordinary matrix indexed by (slice, orbital). The corner is added, not written over what is there, so a single slice correctly gives $1+zB_0$.

`det_spaceTimeMatrix` is the identity for general $z$, and `det_fermion` is your case. `det_static` treats equal slices, where the product is a power. `det_shift_origin` says that the time origin can move by one slice; its hypothesis `B (N + 1) = B 0` closes the sequence into a circle.

In determinant quantum Monte Carlo this lets either matrix supply the factor that one spin species, on a finite set of orbitals, contributes to the weight of a fixed auxiliary field. In such a field the fermions are non-interacting. The step from the model to the simulation is that the Fock-space trace for that field equals $\det(1+P_{N+1})$, which is taken from the physics. The equality is algebraic and gives no bound on rounding errors.

```lean
import Mathlib

open Matrix

namespace SpaceTimeFermionMatrix

variable {R n : Type*} [CommRing R] [Fintype n] [DecidableEq n]

/-- A matrix of blocks, read as one matrix indexed by pairs (time slice, orbital). -/
def flatten {L : ℕ} (A : Matrix (Fin L) (Fin L) (Matrix n n R)) :
    Matrix (Fin L × n) (Fin L × n) R :=
  Matrix.of fun p q => A p.1 q.1 p.2 q.2

/-- The time-ordered product `B (l-1) * ... * B 1 * B 0` of the first `l` slice propagators. -/
def propagator (B : ℕ → Matrix n n R) : ℕ → Matrix n n R
  | 0 => 1
  | l + 1 => B l * propagator B l

/-- The blocks for `N + 1` time slices: identity on the diagonal, `-B l` at `(l, l-1)`,
and `z • B 0` added in the corner `(0, N)`, which closes the time circle with a factor `z`. -/
def timeBlocks (z : R) (B : ℕ → Matrix n n R) (N : ℕ) :
    Matrix (Fin (N + 1)) (Fin (N + 1)) (Matrix n n R) :=
  Matrix.of fun l m =>
    (if m = l then 1 else 0) - (if (m : ℕ) + 1 = (l : ℕ) then B l else 0)
      + (if l = 0 ∧ m = Fin.last N then z • B 0 else 0)

/-- The space-time matrix of `N + 1` time slices with boundary factor `z`. -/
def spaceTimeMatrix (z : R) (B : ℕ → Matrix n n R) (N : ℕ) :
    Matrix (Fin (N + 1) × n) (Fin (N + 1) × n) R :=
  flatten (timeBlocks z B N)

/-- The column used to eliminate the corner block: minus `z` times the propagator up to and
including slice `l`, and the identity on the last slice. -/
def sweepColumn (z : R) (B : ℕ → Matrix n n R) (N : ℕ) (l : Fin (N + 1)) : Matrix n n R :=
  if l = Fin.last N then 1 else -(z • propagator B ((l : ℕ) + 1))

omit [DecidableEq n] in
/-- Multiplying matrices of blocks is the same as multiplying the flattened matrices. -/
theorem flatten_mul {L : ℕ} (A C : Matrix (Fin L) (Fin L) (Matrix n n R)) :
    flatten (A * C) = flatten A * flatten C := by
  ext p q
  simp [flatten, Matrix.mul_apply, Matrix.sum_apply, Fintype.sum_prod_type]

/-- The determinant of a block upper triangular matrix is the product of the determinants of
its diagonal blocks. -/
theorem det_flatten_upper {L : ℕ} (A : Matrix (Fin L) (Fin L) (Matrix n n R))
    (h : ∀ i j, j < i → A i j = 0) : (flatten A).det = ∏ k, (A k k).det := by
  have ht : (flatten A).BlockTriangular Prod.fst := by
    intro p q hpq
    show A p.1 q.1 p.2 q.2 = 0
    rw [h _ _ hpq]
    rfl
  rw [ht.det_fintype]
  refine Finset.prod_congr rfl fun k _ => ?_
  -- the orbitals of slice `k` are a copy of `n`
  let e : n ≃ {p : Fin L × n // p.1 = k} :=
    ⟨fun a => ⟨(k, a), rfl⟩, fun p => p.1.2, fun _ => rfl,
      fun p => Subtype.ext (Prod.ext p.2.symm rfl)⟩
  rw [← Matrix.det_submatrix_equiv_self e]
  rfl

/-- The determinant of a block lower triangular matrix is the product of the determinants of
its diagonal blocks. -/
theorem det_flatten_lower {L : ℕ} (A : Matrix (Fin L) (Fin L) (Matrix n n R))
    (h : ∀ i j, i < j → A i j = 0) : (flatten A).det = ∏ k, (A k k).det := by
  have ht : (flatten A)ᵀ = flatten (Matrix.of fun i j => (A j i)ᵀ) := rfl
  rw [← Matrix.det_transpose, ht, det_flatten_upper]
  · exact Finset.prod_congr rfl fun k _ => Matrix.det_transpose _
  · intro i j hij
    show (A j i)ᵀ = 0
    rw [h j i hij, Matrix.transpose_zero]

/-- On the first slice the space-time matrix adds to the field its value on the last slice,
propagated by `B 0` and multiplied by `z`. -/
theorem timeBlocks_row_zero (z : R) (B : ℕ → Matrix n n R) (N : ℕ)
    (X : Fin (N + 1) → Matrix n n R) :
    ∑ k, timeBlocks z B N 0 k * X k = X 0 + (z • B 0) * X (Fin.last N) := by
  have h : ∀ k, timeBlocks z B N 0 k
      = (if k = 0 then 1 else 0) + (if k = Fin.last N then z • B 0 else 0) := by
    intro k
    simp [timeBlocks]
  simp [h, add_mul, Finset.sum_add_distrib, ite_mul]

/-- On every later slice the space-time matrix subtracts from the field its value on the
preceding slice, propagated by one step. -/
theorem timeBlocks_row_succ (z : R) (B : ℕ → Matrix n n R) (N : ℕ)
    (X : Fin (N + 1) → Matrix n n R) (j : Fin N) :
    ∑ k, timeBlocks z B N j.succ k * X k
      = X j.succ - B ((j : ℕ) + 1) * X j.castSucc := by
  have h : ∀ k, timeBlocks z B N j.succ k
      = (if k = j.succ then 1 else 0) - (if k = j.castSucc then B j.succ else 0) := by
    intro k
    have e : ((k : ℕ) + 1 = (j.succ : ℕ)) ↔ k = j.castSucc := by
      simp [Fin.ext_iff]
    simp only [timeBlocks, Matrix.of_apply, e, Fin.succ_ne_zero, false_and, if_false, add_zero]
  simp [h, sub_mul, Finset.sum_sub_distrib, ite_mul]

/-- Applied to the elimination column, the space-time matrix returns the column plus `z` times
the propagator up to and including the slice in question. -/
theorem timeBlocks_sweepColumn (z : R) (B : ℕ → Matrix n n R) (N : ℕ) (l : Fin (N + 1)) :
    ∑ k, timeBlocks z B N l k * sweepColumn z B N k
      = sweepColumn z B N l + z • propagator B ((l : ℕ) + 1) := by
  induction l using Fin.cases with
  | zero =>
    have hlast : sweepColumn z B N (Fin.last N) = 1 := by simp [sweepColumn]
    have hP : propagator B (0 + 1) = B 0 := mul_one _
    rw [timeBlocks_row_zero, hlast, Fin.val_zero, hP, mul_one]
  | succ j =>
    have hj : sweepColumn z B N j.castSucc = -(z • propagator B ((j : ℕ) + 1)) := by
      simp [sweepColumn, (Fin.castSucc_lt_last j).ne]
    have hP : propagator B ((j.succ : ℕ) + 1)
        = B ((j : ℕ) + 1) * propagator B ((j : ℕ) + 1) := rfl
    rw [timeBlocks_row_succ, hj, hP, mul_neg, mul_smul_comm, sub_neg_eq_add]

/-- The determinant of the space-time matrix with boundary factor `z` equals the determinant,
over the orbitals alone, of one plus `z` times the full time-ordered product. -/
theorem det_spaceTimeMatrix (z : R) (B : ℕ → Matrix n n R) (N : ℕ) :
    (spaceTimeMatrix z B N).det = (1 + z • propagator B (N + 1)).det := by
  -- the identity with its last block column replaced by the elimination column
  let U : Matrix (Fin (N + 1)) (Fin (N + 1)) (Matrix n n R) :=
    Matrix.of fun k m =>
      if m = Fin.last N then sweepColumn z B N k else if k = m then 1 else 0
  have hU : (flatten U).det = 1 := by
    rw [det_flatten_upper]
    · refine Finset.prod_eq_one fun k _ => ?_
      by_cases hk : k = Fin.last N <;> simp [U, sweepColumn, hk]
    · intro i j hij
      have hj : j ≠ Fin.last N := (lt_of_lt_of_le hij (Fin.le_last i)).ne
      simp [U, hj, hij.ne']
  have hlast : ∀ l, (timeBlocks z B N * U) l (Fin.last N)
      = sweepColumn z B N l + z • propagator B ((l : ℕ) + 1) := by
    intro l
    rw [← timeBlocks_sweepColumn, Matrix.mul_apply]
    simp [U]
  have hother : ∀ l m, m ≠ Fin.last N →
      (timeBlocks z B N * U) l m = timeBlocks z B N l m := by
    intro l m hm
    rw [Matrix.mul_apply]
    simp [U, hm]
  -- the product is block lower triangular
  have hlow : ∀ l m, l < m → (timeBlocks z B N * U) l m = 0 := by
    intro l m hlm
    by_cases hm : m = Fin.last N
    · subst hm
      rw [hlast]
      simp [sweepColumn, hlm.ne]
    · have h2 : ¬ ((m : ℕ) + 1 = (l : ℕ)) := by
        have := Fin.lt_def.mp hlm
        omega
      rw [hother l m hm]
      simp [timeBlocks, hlm.ne', h2, hm]
  have hdiag : ∀ j : Fin N, (timeBlocks z B N * U) j.castSucc j.castSucc = 1 := by
    intro j
    have hj : j.castSucc ≠ Fin.last N := (Fin.castSucc_lt_last j).ne
    rw [hother _ _ hj]
    simp [timeBlocks, hj]
  rw [spaceTimeMatrix, ← mul_one (flatten (timeBlocks z B N)).det, ← hU, ← Matrix.det_mul,
    ← flatten_mul, det_flatten_lower _ hlow, Fin.prod_univ_castSucc, hlast]
  simp [hdiag, sweepColumn]

/-- With boundary factor one, the determinant of the space-time fermion matrix is
`det (1 + B N * ... * B 1 * B 0)`. -/
theorem det_fermion (B : ℕ → Matrix n n R) (N : ℕ) :
    (spaceTimeMatrix 1 B N).det = (1 + propagator B (N + 1)).det := by
  rw [det_spaceTimeMatrix, one_smul]

/-- If all slices carry the same propagator `b`, the determinant is that of one plus `z` times
the power of `b` to the number of slices. -/
theorem det_static (z : R) (b : Matrix n n R) (N : ℕ) :
    (spaceTimeMatrix z (fun _ => b) N).det = (1 + z • b ^ (N + 1)).det := by
  have h : ∀ k, propagator (fun _ => b) k = b ^ k := by
    intro k
    induction k with
    | zero => exact (pow_zero b).symm
    | succ k ih => rw [propagator, ih, pow_succ']
  rw [det_spaceTimeMatrix, h]

/-- If slice `N + 1` carries the same propagator as slice `0`, moving the time origin by one
slice leaves the determinant of the space-time matrix unchanged. -/
theorem det_shift_origin (z : R) (B : ℕ → Matrix n n R) (N : ℕ) (hB : B (N + 1) = B 0) :
    (spaceTimeMatrix z (fun l => B (l + 1)) N).det = (spaceTimeMatrix z B N).det := by
  -- split off the earliest factor of the time-ordered product
  have h : ∀ k, propagator B (k + 1) = propagator (fun l => B (l + 1)) k * B 0 := by
    intro k
    induction k with
    | zero => exact (mul_one (B 0)).trans (one_mul (B 0)).symm
    | succ k ih => rw [propagator, ih, propagator, mul_assoc]
  have h' : propagator (fun l => B (l + 1)) (N + 1)
      = B 0 * propagator (fun l => B (l + 1)) N := by
    rw [propagator, hB]
  rw [det_spaceTimeMatrix, det_spaceTimeMatrix, h, h', ← smul_mul_assoc, ← mul_smul_comm,
    Matrix.det_one_add_mul_comm]

end SpaceTimeFermionMatrix
```

```lean
#print axioms SpaceTimeFermionMatrix.det_spaceTimeMatrix
#print axioms SpaceTimeFermionMatrix.det_fermion
#print axioms SpaceTimeFermionMatrix.det_static
#print axioms SpaceTimeFermionMatrix.det_shift_origin
```

```
'SpaceTimeFermionMatrix.det_spaceTimeMatrix' depends on axioms: [propext, Classical.choice, Quot.sound]
'SpaceTimeFermionMatrix.det_fermion' depends on axioms: [propext, Classical.choice, Quot.sound]
'SpaceTimeFermionMatrix.det_static' depends on axioms: [propext, Classical.choice, Quot.sound]
'SpaceTimeFermionMatrix.det_shift_origin' depends on axioms: [propext, Classical.choice, Quot.sound]
```

## From the block column to the Lean proof

`flatten_mul` shows that block multiplication agrees with ordinary multiplication, by splitting the sum over pairs into slices and orbitals. `det_flatten_upper` obtains the triangular determinant rule from Mathlib's `BlockTriangular`, identifying the orbitals of each slice with `n`. `det_flatten_lower` follows by transposition.

`timeBlocks_row_zero` and `timeBlocks_row_succ` are the two formulas for $MX$. `timeBlocks_sweepColumn` inserts $S$, called `sweepColumn`; its use of `Fin.cases` only separates the first slice from the later ones.

In the main proof, `hU` is $\det U=1$, `hlast` computes the last column of $MU$, and `hother` says that the other columns are unchanged. From these, `hlow` gives the triangular shape and `hdiag` the identity blocks. The final rewriting multiplies $\det M$ by $\det U$, merges the factors and reads off the diagonal.

For `det_static`, induction gives $P_k=b^k$. For `det_shift_origin`, write $Q=B_N\cdots B_1$, with $Q=1$ for a single slice. The original product is $QB_0$ and the shifted one is $B_0Q$, and `Matrix.det_one_add_mul_comm` supplies $\det(1+zQB_0)=\det(1+zB_0Q)$.
